# For the Hamiltonian −(1/(2m(x))) d²/dx² + V(x) with m > 0 and V real, the density m|ψ|² is locally conserved

Take one particle on a line, with ħ = 1, no potential and a constant mass m > 0. Subscripts t and x denote partial derivatives. The equation of motion is

i ψ_t = −ψ_xx/(2m), so ψ_t = i ψ_xx/(2m).

Define the current j = Im(conj ψ · ψ_x), without a mass factor. Its derivative is j_x = Im(conj ψ · ψ_xx), because the other term, |ψ_x|², is real. Hence

(|ψ|²)_t = 2 Re(conj ψ · ψ_t) = −Im(conj ψ · ψ_xx)/m = −j_x/m.

For constant m, the factor 1/m moves inside the derivative, and |ψ|² obeys continuity with the velocity current j/m. If m depends on x, the calculation at each point is unchanged, but 1/m can no longer be moved inside. Multiplying by m instead gives (m|ψ|²)_t = −j_x.

For a one-dimensional, single-particle effective-mass simulation with this ordering, a drift of ∫|ψ|² dx is therefore not by itself a numerical error; the weighted norm ∫m|ψ|² dx is the one to monitor when no current crosses the boundary. The ordering commonly used in semiconductor effective-mass models, −½ d/dx (1/m) d/dx, is a different one: there |ψ|² obeys continuity with the current j/m, and the ordinary norm ∫|ψ|² dx is the one to monitor.

## The Hamiltonian, the current and the equation of motion

```lean
import Mathlib

open scoped ComplexConjugate

namespace PositionDependentMass

noncomputable section
```

This loads Mathlib, makes the notation `conj` for complex conjugation available and opens a namespace for the names that follow.

```lean
/-- The Hamiltonian `-(1/(2m)) d²/dx² + V`, with the inverse mass to the left of both
derivatives. -/
def hamiltonian (m V : ℝ → ℝ) (f : ℝ → ℂ) (x : ℝ) : ℂ :=
  -(deriv (deriv f) x) / (2 * (m x : ℂ)) + (V x : ℂ) * f x
```

The mass `m` and potential `V` are real functions of position only, and `f` is a complex wave function at one instant. The definition reads

(Hf)(x) = −f″(x)/(2m(x)) + V(x) f(x).

Placing 1/m to the left of both derivatives is a choice of operator ordering, and the results concern this choice. When m varies with x, this operator is not symmetric in the ordinary inner product ∫ conj(g) f dx, so |ψ|² cannot be read as a conserved probability density; m|ψ|², normalised so that ∫m|ψ|² dx = 1, takes that role. The notation `(m x : ℂ)` regards the real number m(x) as a complex one.

```lean
/-- The current `Im (conj f · f')` of a wave function, without any mass factor. -/
def current (f : ℝ → ℂ) (x : ℝ) : ℝ := (conj (f x) * deriv f x).im
```

This is j = Im(conj f · f′), a real number at each x.

```lean
/-- `ψ t x` is differentiable in time, twice differentiable in space, and solves
`i ψ_t = -ψ_xx/(2m) + V ψ`. -/
structure IsSolution (m V : ℝ → ℝ) (ψ : ℝ → ℝ → ℂ) : Prop where
  time : ∀ t x, DifferentiableAt ℝ (fun s => ψ s x) t
  space : ∀ t, Differentiable ℝ (ψ t)
  space_two : ∀ t, Differentiable ℝ (deriv (ψ t))
  schrodinger : ∀ t x,
    Complex.I * deriv (fun s => ψ s x) t = hamiltonian m V (ψ t) x
```

In `ψ t x`, time comes first, so `ψ t` is the spatial wave function at time t. A solution has one time derivative and two space derivatives everywhere, and satisfies i ψ_t = Hψ at every t and x. This asks for less than smoothness. That a solution exists for a given m and V is assumed, not derived.

## The derivative of the current

```lean
/-- The real and imaginary parts of a complex amplitude are differentiated separately. -/
theorem hasDerivAt_re_im {f : ℝ → ℂ} {f' : ℂ} {x : ℝ} (h : HasDerivAt f f' x) :
    HasDerivAt (fun y => (f y).re) f'.re x ∧ HasDerivAt (fun y => (f y).im) f'.im x := by
  have h1 := Complex.reCLM.hasFDerivAt.comp_hasDerivAt x h
  have h2 := Complex.imCLM.hasFDerivAt.comp_hasDerivAt x h
  exact ⟨h1, h2⟩
```

`HasDerivAt f f' x` means that f is differentiable at x with derivative f′. If f = u + iv with u and v real, then u and v have derivatives Re f′ and Im f′. The proof composes f with the real-part and imaginary-part maps, which are linear and continuous.

```lean
/-- The divergence of the current is `Im (conj f · f'')`. -/
theorem hasDerivAt_current {f : ℝ → ℂ} (hf : Differentiable ℝ f)
    (hf' : Differentiable ℝ (deriv f)) (x : ℝ) :
    HasDerivAt (current f) (conj (f x) * deriv (deriv f) x).im x := by
  obtain ⟨hr, hi⟩ := hasDerivAt_re_im (hf x).hasDerivAt
  obtain ⟨hr', hi'⟩ := hasDerivAt_re_im (hf' x).hasDerivAt
  have e : current f =
      fun y => (f y).re * (deriv f y).im - (f y).im * (deriv f y).re := by
    funext y
    simp only [current, Complex.mul_im, Complex.conj_re, Complex.conj_im]
    ring
  rw [e]
  refine ((hr.fun_mul hi').fun_sub (hi.fun_mul hr')).congr_deriv ?_
  simp only [Complex.mul_im, Complex.conj_re, Complex.conj_im]
  ring
```

For a twice differentiable f = u + iv, the current is j = u v_x − v u_x. The product rule gives

j_x = u_x v_x + u v_xx − v_x u_x − v u_xx = u v_xx − v u_xx = Im(conj f · f″).

The Lean proof follows the same route: `e` rewrites the current in real and imaginary parts, the product rule differentiates it, and `ring` cancels the mixed terms.

## The two rates of change

```lean
/-- Multiplied by the mass, the Hamiltonian becomes `-(1/2) d²/dx² + m V`. -/
theorem mass_mul_hamiltonian {m : ℝ → ℝ} (V : ℝ → ℝ) (f : ℝ → ℂ) {x : ℝ} (hm : 0 < m x) :
    (m x : ℂ) * hamiltonian m V f x =
      -(((1 / 2 : ℝ) : ℂ) * deriv (deriv f) x) + ((m x * V x : ℝ) : ℂ) * f x := by
  have hc : (m x : ℂ) ≠ 0 := by exact_mod_cast hm.ne'
  unfold hamiltonian
  push_cast
  field_simp
```

Where m(x) > 0, multiplication by the mass removes the division:

m Hf = −f″/2 + mVf.

Positivity supplies the nonzero denominator that `field_simp` needs.

```lean
/-- The weighted density `m |ψ|²` changes at the rate `-j_x`, with `j = Im (conj ψ · ψ_x)`,
whereas `|ψ|²` changes at the rate `-j_x / m`. -/
theorem weighted_continuity {m V : ℝ → ℝ} {ψ : ℝ → ℝ → ℂ} (hψ : IsSolution m V ψ)
    (hm : ∀ x, 0 < m x) (t x : ℝ) :
    HasDerivAt (fun s => m x * Complex.normSq (ψ s x)) (-(deriv (current (ψ t)) x)) t ∧
    HasDerivAt (fun s => Complex.normSq (ψ s x)) (-(deriv (current (ψ t)) x) / m x) t := by
  obtain ⟨hr, hi⟩ := hasDerivAt_re_im (hψ.time t x).hasDerivAt
  have hρ : HasDerivAt (fun s => Complex.normSq (ψ s x))
      (2 * ((ψ t x).re * (deriv (fun s => ψ s x) t).re
        + (ψ t x).im * (deriv (fun s => ψ s x) t).im)) t := by
    simp only [Complex.normSq_apply]
    exact ((hr.fun_mul hr).fun_add (hi.fun_mul hi)).congr_deriv (by ring)
  -- the equation of motion times the mass, split into real and imaginary parts
  have h := mass_mul_hamiltonian V (ψ t) (hm x)
  rw [← hψ.schrodinger t x] at h
  have hre := congrArg Complex.re h
  have him := congrArg Complex.im h
  simp only [Complex.re_ofReal_mul, Complex.add_re, Complex.neg_re, Complex.I_mul_re] at hre
  simp only [Complex.im_ofReal_mul, Complex.add_im, Complex.neg_im, Complex.I_mul_im] at him
  -- the potential drops out of the weighted rate
  have key : m x * (2 * ((ψ t x).re * (deriv (fun s => ψ s x) t).re
      + (ψ t x).im * (deriv (fun s => ψ s x) t).im)) = -(deriv (current (ψ t)) x) := by
    rw [(hasDerivAt_current (hψ.space t) (hψ.space_two t) x).deriv]
    simp only [Complex.mul_im, Complex.conj_re, Complex.conj_im]
    linear_combination 2 * (ψ t x).re * him - 2 * (ψ t x).im * hre
  refine ⟨(hρ.const_mul (m x)).congr_deriv key, hρ.congr_deriv ?_⟩
  rw [eq_div_iff (hm x).ne']
  linear_combination key
```

For every solution with m > 0 everywhere, and at every t and x, the theorem states

(m|ψ|²)_t = −j_x and (|ψ|²)_t = −j_x/m.

`Complex.normSq` is |ψ|². Continuity of m and V is not assumed, but ψ must have a second space derivative at every x. At a step in m or V, such as an abrupt heterojunction or the edge of a finite square well, ψ_xx usually has different limits from the two sides and does not exist at the step itself, so such solutions are not covered. Because V is real, it contributes to neither rate.

By hand, write ψ = u + iv and multiply the equation of motion by m. Its real and imaginary parts are

−m v_t = −u_xx/2 + mVu,
m u_t = −v_xx/2 + mVv.

Since |ψ|² = u² + v², it follows that

m(|ψ|²)_t = 2u(m u_t) + 2v(m v_t)
= −u v_xx + 2mVuv + v u_xx − 2mVuv
= −j_x.

In the proof, `hρ` differentiates u² + v², while `hre` and `him` are the two real equations. The first `linear_combination` adds 2u times the imaginary equation and subtracts 2v times the real one, which removes the potential. Division by m then gives the second rate.

```lean
/-- With the velocity current `j/m`, the density `|ψ|²` obeys a balance equation with the
local source `-m' j / m²`. -/
theorem density_balance_with_source {m V : ℝ → ℝ} {ψ : ℝ → ℝ → ℂ} (hψ : IsSolution m V ψ)
    (hm : ∀ x, 0 < m x) (hd : Differentiable ℝ m) (t x : ℝ) :
    HasDerivAt (fun s => Complex.normSq (ψ s x))
      (-(deriv (fun y => current (ψ t) y / m y) x)
        - deriv m x / m x ^ 2 * current (ψ t) x) t := by
  have hj := (hasDerivAt_current (hψ.space t) (hψ.space_two t) x).differentiableAt.hasDerivAt
  have hne := (hm x).ne'
  refine (weighted_continuity hψ hm t x).2.congr_deriv ?_
  rw [(hj.fun_div (hd x).hasDerivAt hne).deriv]
  first
    | (field_simp; done)
    | (field_simp; ring)
```

If m is also differentiable, the ordinary density can be compared with the velocity current j/m. The quotient rule gives

(j/m)_x = j_x/m − m′j/m²,

and substitution into the second rate yields

(|ψ|²)_t = −(j/m)_x − m′j/m².

The last term is a local source or sink, depending on its sign. It vanishes for constant mass, which recovers the opening case. The proof applies the quotient rule to the previous theorem.

## Symmetry with weight m

```lean
/-- In the inner product with weight `m` on an interval, the Hamiltonian is symmetric up to
a boundary term. -/
theorem weighted_lagrange_identity {m : ℝ → ℝ} (V : ℝ → ℝ) (hm : ∀ x, 0 < m x)
    {f g : ℝ → ℂ} (hf : Differentiable ℝ f) (hf' : Differentiable ℝ (deriv f))
    (hf2 : Continuous (deriv (deriv f))) (hg : Differentiable ℝ g)
    (hg' : Differentiable ℝ (deriv g)) (hg2 : Continuous (deriv (deriv g))) (a b : ℝ) :
    ∫ x in a..b, (m x : ℂ) *
        (conj (g x) * hamiltonian m V f x - conj (hamiltonian m V g x) * f x) =
      ((conj (g a) * deriv f a - conj (deriv g a) * f a)
        - (conj (g b) * deriv f b - conj (deriv g b) * f b)) / 2 := by
  -- the potential cancels and a total derivative remains
  have e : (fun x => (m x : ℂ) *
        (conj (g x) * hamiltonian m V f x - conj (hamiltonian m V g x) * f x)) =
      fun x => -(((1 / 2 : ℝ) : ℂ) *
        (conj (g x) * deriv (deriv f) x - conj (deriv (deriv g) x) * f x)) := by
    funext x
    have h1 := mass_mul_hamiltonian V f (hm x)
    have h2 := congrArg conj (mass_mul_hamiltonian V g (hm x))
    simp only [map_mul, map_add, map_neg, Complex.conj_ofReal] at h2
    linear_combination conj (g x) * h1 - f x * h2
  have hF : ∀ x ∈ Set.uIcc a b, HasDerivAt
      (fun y => -(((1 / 2 : ℝ) : ℂ) * (conj (g y) * deriv f y - conj (deriv g y) * f y)))
      (-(((1 / 2 : ℝ) : ℂ) *
        (conj (g x) * deriv (deriv f) x - conj (deriv (deriv g) x) * f x))) x := by
    intro x _
    have c1 : HasDerivAt (fun y => conj (g y)) (conj (deriv g x)) x :=
      (hg x).hasDerivAt.star
    have c2 : HasDerivAt (fun y => conj (deriv g y)) (conj (deriv (deriv g) x)) x :=
      (hg' x).hasDerivAt.star
    exact (((c1.fun_mul (hf' x).hasDerivAt).fun_sub
      (c2.fun_mul (hf x).hasDerivAt)).const_mul _).fun_neg.congr_deriv (by ring)
  have hc : Continuous (fun x => -(((1 / 2 : ℝ) : ℂ) *
      (conj (g x) * deriv (deriv f) x - conj (deriv (deriv g) x) * f x))) :=
    (continuous_const.mul (((Complex.continuous_conj.comp hg.continuous).mul hf2).sub
      ((Complex.continuous_conj.comp hg2).mul hf.continuous))).neg
  rw [e, intervalIntegral.integral_eq_sub_of_hasDerivAt hF (hc.intervalIntegrable a b)]
  push_cast
  ring
```

Here f and g are two wave functions with continuous second derivatives, and the inner product on the interval from a to b is ∫ m conj(g) f dx. The theorem evaluates the failure of H to be symmetric in it:

∫ₐᵇ m [conj(g) Hf − conj(Hg) f] dx = [W(a) − W(b)]/2,

where W = conj(g) f′ − conj(g′) f.

By hand, the formula for mH turns the integrand into

−(conj(g) f″ − conj(g″) f)/2 = −W′/2,

because the real potential cancels, as do the products of first derivatives in W′. Integration leaves the end points.

In Lean, `e` performs the cancellation, `hF` identifies the total derivative, and `hc` supplies the continuity used to integrate it. If boundary conditions make W(a) = W(b), the right-hand side is zero. The theorem concerns this integral identity and makes no claim about self-adjointness.

## An explicit solution with mass 1 + x²

```lean
/-- The mode `exp(i t/2 + x²/2)`. -/
def mode (t x : ℝ) : ℂ := Complex.exp (Complex.I * t / 2 + (x : ℂ) ^ 2 / 2)
```

Call this mode φ = exp(it/2 + x²/2). Its modulus does not depend on time, so alone it shows no change of density.

```lean
/-- The superposition `1 + exp(i t/2 + x²/2)` of a constant and the mode. -/
def beat (t x : ℝ) : ℂ := 1 + mode t x
```

Adding the constant 1 produces interference: ψ = 1 + φ has a density that changes in time. It grows with |x| and cannot be normalised on the whole line, so it serves to test the local equations and is not a bound state.

```lean
/-- The first time derivative and the first two space derivatives of the superposition. -/
theorem hasDerivAt_beat (t x : ℝ) :
    HasDerivAt (fun s => beat s x) (Complex.I / 2 * mode t x) t ∧
    HasDerivAt (beat t) ((x : ℂ) * mode t x) x ∧
    HasDerivAt (deriv (beat t)) (((1 + x ^ 2 : ℝ) : ℂ) * mode t x) x := by
  have hx : ∀ y : ℝ, HasDerivAt (mode t) ((y : ℂ) * mode t y) y := by
    intro y
    have h : HasDerivAt (fun z : ℂ => Complex.I * t / 2 + z ^ 2 / 2) (y : ℂ) (y : ℂ) :=
      ((((hasDerivAt_id' (y : ℂ)).fun_pow 2).div_const 2).const_add
        (Complex.I * t / 2)).congr_deriv (by norm_num)
    exact h.cexp.comp_ofReal.congr_deriv (mul_comm _ _)
  have hb : ∀ y : ℝ, HasDerivAt (beat t) ((y : ℂ) * mode t y) y :=
    fun y => (hx y).const_add 1
  have ht : HasDerivAt (fun s => mode s x) (Complex.I / 2 * mode t x) t := by
    have h : HasDerivAt (fun z : ℂ => Complex.I * z / 2 + (x : ℂ) ^ 2 / 2)
        (Complex.I / 2) (t : ℂ) :=
      ((((hasDerivAt_id' (t : ℂ)).const_mul Complex.I).div_const 2).add_const
        ((x : ℂ) ^ 2 / 2)).congr_deriv (by ring)
    exact h.cexp.comp_ofReal.congr_deriv (mul_comm _ _)
  refine ⟨ht.const_add 1, hb x, ?_⟩
  have e : deriv (beat t) = fun y : ℝ => (y : ℂ) * mode t y := funext fun y => (hb y).deriv
  rw [e]
  refine ((hasDerivAt_id' (x : ℂ)).comp_ofReal.fun_mul (hx x)).congr_deriv ?_
  push_cast
  ring
```

The constant drops out of every derivative, leaving

ψ_t = iφ/2, ψ_x = xφ, ψ_xx = φ + x²φ = (1 + x²)φ.

The proof differentiates the complex exponential by the chain rule, restricts it to real arguments, and uses the product rule for the second space derivative.

```lean
/-- The superposition solves the equation of motion with mass `1 + x²` and no potential. -/
theorem isSolution_witness : IsSolution (fun x => 1 + x ^ 2) (fun _ => 0) beat where
  time t x := (hasDerivAt_beat t x).1.differentiableAt
  space t x := (hasDerivAt_beat t x).2.1.differentiableAt
  space_two t x := (hasDerivAt_beat t x).2.2.differentiableAt
  schrodinger t x := by
    have hne : ((1 + x ^ 2 : ℝ) : ℂ) ≠ 0 := by
      exact_mod_cast (by positivity : (1 + x ^ 2 : ℝ) ≠ 0)
    have hI : Complex.I * (Complex.I / 2 * mode t x) = -(mode t x) / 2 := by
      linear_combination (mode t x / 2) * Complex.I_mul_I
    unfold hamiltonian
    rw [(hasDerivAt_beat t x).1.deriv, (hasDerivAt_beat t x).2.2.deriv, hI]
    simp only [Complex.ofReal_zero, zero_mul, add_zero]
    rw [div_eq_div_iff two_ne_zero (mul_ne_zero two_ne_zero hne)]
    ring
```

With m = 1 + x² and V = 0, both sides of the equation of motion equal −φ/2:

i ψ_t = i · iφ/2 = −φ/2,
−ψ_xx/(2m) = −(1 + x²)φ/(2(1 + x²)) = −φ/2.

The first three fields of the structure come from the derivatives already computed, and the last is this comparison.

```lean
/-- For this solution `|ψ|²` does not obey continuity with the current `j`: `(|ψ|²)_t + j_x = x²
exp(x²/2) sin(t/2)`. -/
theorem unweighted_continuity_fails (t x : ℝ) :
    deriv (fun s => Complex.normSq (beat s x)) t + deriv (current (beat t)) x =
      x ^ 2 * (Real.exp (x ^ 2 / 2) * Real.sin (t / 2)) := by
  have him : (mode t x).im = Real.exp (x ^ 2 / 2) * Real.sin (t / 2) := by
    have e : Complex.I * t / 2 + (x : ℂ) ^ 2 / 2 =
        ((x ^ 2 / 2 : ℝ) : ℂ) + ((t / 2 : ℝ) : ℂ) * Complex.I := by
      push_cast
      ring
    unfold mode
    rw [e]
    simp only [Complex.exp_im, Complex.add_re, Complex.add_im, Complex.re_ofReal_mul,
      Complex.im_ofReal_mul, Complex.ofReal_re, Complex.ofReal_im, Complex.I_re,
      Complex.I_im, mul_zero, add_zero, zero_add, mul_one]
  have hJ : deriv (current (beat t)) x = (1 + x ^ 2) * (mode t x).im := by
    rw [(hasDerivAt_current (isSolution_witness.space t)
      (isSolution_witness.space_two t) x).deriv, (hasDerivAt_beat t x).2.2.deriv]
    simp only [beat, Complex.mul_im, Complex.mul_re, Complex.conj_re, Complex.conj_im,
      Complex.add_re, Complex.add_im, Complex.one_re, Complex.one_im,
      Complex.ofReal_re, Complex.ofReal_im]
    ring
  have hne : (1 + x ^ 2 : ℝ) ≠ 0 := by positivity
  rw [(weighted_continuity isSolution_witness (fun y => by positivity) t x).2.deriv, hJ, ← him]
  change -((1 + x ^ 2) * (mode t x).im) / (1 + x ^ 2) + (1 + x ^ 2) * (mode t x).im = _
  rw [neg_div, mul_div_cancel_left₀ _ hne]
  ring

end

end PositionDependentMass
```

If |ψ|² obeyed continuity with the current j, the left-hand side here would be zero everywhere:

(|ψ|²)_t + j_x = x² exp(x²/2) sin(t/2).

By hand, Im φ = exp(x²/2) sin(t/2), and

j_x = Im((1 + conj φ)(1 + x²)φ) = (1 + x²) Im φ,

since conj φ · φ is real. The second rate gives (|ψ|²)_t = −j_x/m = −Im φ, and the sum is x² Im φ. In the proof, `him` computes the imaginary part, `hJ` computes j_x, and the main theorem supplies the time derivative.

For a numerical instance, take t = π and x = 1. Then m = 2, φ = i√e and ψ = 1 + i√e. The derivatives are ψ_t = −√e/2 and ψ_xx = 2i√e, so

(|ψ|²)_t = 2 Re((1 − i√e)(−√e/2)) = −√e ≈ −1.649,
j_x = Im((1 − i√e)(2i√e)) = 2√e ≈ 3.297.

The unweighted sum is √e ≈ 1.649, as the formula predicts. With the weight, 2 · (−√e) + 2√e = 0. At x = 0, where m = 1, the unweighted sum vanishes at all times.

A constant mass other than 1 can also make this sum nonzero, because the current that belongs to |ψ|² is then j/m. For the present solution, continuity with j/m fails too. Since j = x Im φ, the source −m′j/m² found earlier is −2x² Im φ/(1 + x²)², which equals −√e/2 at t = π and x = 1.

```lean
#print axioms PositionDependentMass.density_balance_with_source
-- 'PositionDependentMass.density_balance_with_source' depends on axioms: [propext, Classical.choice, Quot.sound]
#print axioms PositionDependentMass.weighted_lagrange_identity
-- 'PositionDependentMass.weighted_lagrange_identity' depends on axioms: [propext, Classical.choice, Quot.sound]
#print axioms PositionDependentMass.unweighted_continuity_fails
-- 'PositionDependentMass.unweighted_continuity_fails' depends on axioms: [propext, Classical.choice, Quot.sound]
```
